# Gap bounds for the reduced resolvent in a finite orthonormal eigenbasis

The reduced resolvent can be introduced as the inverse of $E_o-H_0$ on the orthogonal complement of a nondegenerate reference state, or as a sum over eigenstates. Here it is the sum. The data are a finite orthonormal basis $b_k$, a real energy $E_k$ for each label $k$, and a reference label $o$. The unperturbed Hamiltonian $H_0=\sum_k E_k|b_k\rangle\langle b_k|$ is implied by these data and never appears as an operator.

If every other level is at least $D>0$ away from $E_o$, the reduced resolvent $R$ satisfies $\|Rx\|\le\|x\|/D$ for every vector $x$. If the other levels also all lie above $E_o$, then $-\|x\|^2/D\le\langle x,Rx\rangle\le 0$. The number $D$ is a lower bound on the distance from $E_o$ to the other levels of $H_0$. For a ground-state reference it is a lower bound on the excitation gap of $H_0$. It is assumed, not computed from a Hamiltonian.

## States, energies and the operator

```lean
import Mathlib

open scoped InnerProductSpace

namespace ReducedResolventBounds

noncomputable section

variable {ι H : Type*} [Fintype ι] [DecidableEq ι]
  [NormedAddCommGroup H] [InnerProductSpace ℂ H]
```

The type `ι` is the finite set of state labels, and `H` is the complex state space, not a Hamiltonian. The notation `⟪x, y⟫_ℂ` is the inner product, conjugate-linear in the first argument as in Dirac notation.

```lean
/-- The reduced resolvent `R = ∑ |b k⟩⟨b k| / (E o - E k)`, summed over all states `k`
other than the reference state `o`. -/
def reducedResolvent (b : OrthonormalBasis ι ℂ H) (E : ι → ℝ) (o : ι) : H →ₗ[ℂ] H where
  toFun x := ∑ k ∈ Finset.univ.erase o, (((E o - E k)⁻¹ : ℝ) : ℂ) • ⟪b k, x⟫_ℂ • b k
  map_add' x y := by
    simp only [inner_add_right, add_smul, smul_add, Finset.sum_add_distrib]
  map_smul' c x := by
    simp only [inner_smul_right, RingHom.id_apply, Finset.smul_sum]
    refine Finset.sum_congr rfl fun k _ => ?_
    module
```

In ordinary notation,
$$R x=\sum_{k\ne o}\frac{\langle b_k,x\rangle}{E_o-E_k}\,b_k .$$
`Finset.univ.erase o` is the set of all labels except $o$. The sign convention is $E_o-E_k$, so $R$ is negative on excited states when $o$ is a nondegenerate ground state. If another level equals $E_o$, Lean's convention $0^{-1}=0$ drops its term from the sum. The type `H →ₗ[ℂ] H` says that $R$ is a linear map, and the fields `map_add'` and `map_smul'` prove it.

```lean
/-- The part of a state vector orthogonal to the reference state. -/
def excitedPart (b : OrthonormalBasis ι ℂ H) (o : ι) (x : H) : H :=
  x - ⟪b o, x⟫_ℂ • b o
```

This is $Qx=x-\langle b_o,x\rangle b_o$, the vector left after the reference component has been projected out.

## Everything in components

Write $c_k=\langle b_k,x\rangle$.

```lean
/-- The squared norm of a vector orthogonal to the reference state is the sum of its
weights on the other basis states. -/
theorem norm_sq_of_orthogonal (b : OrthonormalBasis ι ℂ H) (o : ι) (y : H)
    (hy : ⟪b o, y⟫_ℂ = 0) :
    ‖y‖ ^ 2 = ∑ k ∈ Finset.univ.erase o, ‖⟪b k, y⟫_ℂ‖ ^ 2 := by
  have h : ∑ k ∈ Finset.univ.erase o, ‖⟪b k, y⟫_ℂ‖ ^ 2 = ∑ k, ‖⟪b k, y⟫_ℂ‖ ^ 2 :=
    Finset.sum_erase _ (by simp [hy])
  rw [h, b.sum_sq_norm_inner_right y]
```

A Lean theorem lists its data and hypotheses before the colon, its claim after it, and its proof after `:=`. Here `hy` is the hypothesis $\langle b_o,y\rangle=0$. Parseval's identity gives $\|y\|^2=\sum_k|\langle b_k,y\rangle|^2$, and the term $k=o$ vanishes.

The Mathlib lemma used in the last line, `b.sum_sq_norm_inner_right`, is Parseval's identity. It is available because an `OrthonormalBasis` carries a norm-preserving linear equivalence between `H` and the space of coordinate vectors. Completeness of the basis is thus part of the type of `b`. An orthonormal family that was not complete would give only Bessel's inequality.

```lean
/-- The squared norm of the excited part of `x` is the total weight of `x` on the states
other than the reference state. -/
theorem norm_sq_excitedPart (b : OrthonormalBasis ι ℂ H) (o : ι) (x : H) :
    ‖excitedPart b o x‖ ^ 2 = ∑ k ∈ Finset.univ.erase o, ‖⟪b k, x⟫_ℂ‖ ^ 2 := by
  have hc : ∀ j, ⟪b j, excitedPart b o x⟫_ℂ
      = ⟪b j, x⟫_ℂ - ⟪b o, x⟫_ℂ * (if j = o then 1 else 0) := by
    intro j
    rw [excitedPart, inner_sub_right, inner_smul_right,
      orthonormal_iff_ite.mp b.orthonormal j o]
  rw [norm_sq_of_orthogonal b o _ (by rw [hc]; simp)]
  refine Finset.sum_congr rfl fun k hk => ?_
  rw [hc, if_neg (Finset.ne_of_mem_erase hk), mul_zero, sub_zero]
```

The components of $Qx$ are $c_j-c_o\delta_{jo}$: zero for $j=o$ and unchanged otherwise. The previous lemma then gives $\|Qx\|^2=\sum_{k\ne o}|c_k|^2$.

```lean
/-- The reduced resolvent removes the reference component and divides each other component
by its energy denominator. -/
theorem inner_basis_reducedResolvent (b : OrthonormalBasis ι ℂ H) (E : ι → ℝ) (o j : ι)
    (x : H) : ⟪b j, reducedResolvent b E o x⟫_ℂ
      = if j = o then 0 else (((E o - E j)⁻¹ : ℝ) : ℂ) * ⟪b j, x⟫_ℂ := by
  have hb : ∀ k, ⟪b j, b k⟫_ℂ = if j = k then 1 else 0 :=
    fun k => orthonormal_iff_ite.mp b.orthonormal j k
  simp only [reducedResolvent, LinearMap.coe_mk, AddHom.coe_mk, inner_sum,
    inner_smul_right, hb, mul_ite, mul_one, mul_zero, Finset.sum_ite_eq,
    Finset.mem_erase, Finset.mem_univ, and_true]
  by_cases h : j = o <;> simp [h]
```

Taking the inner product of $Rx$ with $b_j$ and using $\langle b_j,b_k\rangle=\delta_{jk}$ leaves at most one term:
$$\langle b_j,Rx\rangle=\begin{cases}0,&j=o,\\ c_j/(E_o-E_j),&j\ne o.\end{cases}$$

```lean
/-- The expectation value of the reduced resolvent is the real sum of the weights of `x`
divided by the energy denominators. -/
theorem inner_reducedResolvent (b : OrthonormalBasis ι ℂ H) (E : ι → ℝ) (o : ι) (x : H) :
    ⟪x, reducedResolvent b E o x⟫_ℂ
      = ((∑ k ∈ Finset.univ.erase o, ‖⟪b k, x⟫_ℂ‖ ^ 2 / (E o - E k) : ℝ) : ℂ) := by
  simp only [reducedResolvent, LinearMap.coe_mk, AddHom.coe_mk]
  rw [inner_sum, Complex.ofReal_sum]
  refine Finset.sum_congr rfl fun k _ => ?_
  rw [inner_smul_right, inner_smul_right, ← inner_conj_symm x (b k), Complex.mul_conj,
    Complex.normSq_eq_norm_sq, ← Complex.ofReal_mul, div_eq_mul_inv, mul_comm]
```

Since $\langle x,b_k\rangle=\overline{c_k}$, each term of the expectation value contains $\overline{c_k}c_k=|c_k|^2$, so
$$\langle x,Rx\rangle=\sum_{k\ne o}\frac{|c_k|^2}{E_o-E_k}.$$
The right-hand side is a real sum regarded as a complex number, which shows that $\langle x,Rx\rangle$ is real. It is the physical expectation value of $R$ when $\|x\|=1$; the name is used here for every $x$.

## Bounds by the excited part

```lean
/-- If every other level is at least `D` away from the reference level, then `R x` is
bounded by the norm of the excited part of `x` divided by `D`. -/
theorem norm_reducedResolvent_le_excitedPart (b : OrthonormalBasis ι ℂ H) (E : ι → ℝ)
    (o : ι) {D : ℝ} (hD : 0 < D) (hgap : ∀ k, k ≠ o → D ≤ |E k - E o|) (x : H) :
    ‖reducedResolvent b E o x‖ ≤ ‖excitedPart b o x‖ / D := by
  rw [le_div_iff₀ hD]
  refine (sq_le_sq₀ (by positivity) (norm_nonneg _)).mp ?_
  rw [mul_pow, norm_sq_excitedPart, norm_sq_of_orthogonal b o _
    (by rw [inner_basis_reducedResolvent, if_pos rfl]), Finset.sum_mul]
  -- compare the two sums state by state
  refine Finset.sum_le_sum fun k hk => ?_
  have hk' := Finset.ne_of_mem_erase hk
  have h : D ^ 2 ≤ (E o - E k) ^ 2 := by
    rw [← sq_abs (E o - E k), abs_sub_comm]
    exact pow_le_pow_left₀ hD.le (hgap k hk') 2
  have hpos : 0 < (E o - E k) ^ 2 := lt_of_lt_of_le (pow_pos hD 2) h
  rw [inner_basis_reducedResolvent, if_neg hk', norm_mul, Complex.norm_real,
    Real.norm_eq_abs, mul_pow, sq_abs, inv_pow, mul_comm (((E o - E k) ^ 2)⁻¹),
    ← div_eq_mul_inv, div_mul_eq_mul_div, div_le_iff₀ hpos]
  exact mul_le_mul_of_nonneg_left h (sq_nonneg _)
```

The hypothesis `hgap` says $|E_k-E_o|\ge D$ for every $k\ne o$. Since $Rx$ has no reference component,
$$\|Rx\|^2=\sum_{k\ne o}\frac{|c_k|^2}{(E_o-E_k)^2}\le\frac1{D^2}\sum_{k\ne o}|c_k|^2=\frac{\|Qx\|^2}{D^2}.$$
Taking square roots gives the claim. The Lean proof first multiplies through by $D$ and squares, which is allowed because both sides are nonnegative. `Finset.sum_le_sum` then reduces the inequality between sums to one inequality for each state.

```lean
/-- If every other level lies at least `D` above the reference level, the expectation value
of `R` is at least minus the squared norm of the excited part divided by `D`. -/
theorem neg_excitedPart_le_inner (b : OrthonormalBasis ι ℂ H) (E : ι → ℝ)
    (o : ι) {D : ℝ} (hD : 0 < D) (hgap : ∀ k, k ≠ o → E o + D ≤ E k) (x : H) :
    -‖excitedPart b o x‖ ^ 2 / D ≤ (⟪x, reducedResolvent b E o x⟫_ℂ).re := by
  rw [inner_reducedResolvent, Complex.ofReal_re, norm_sq_excitedPart, neg_div,
    Finset.sum_div, ← Finset.sum_neg_distrib]
  refine Finset.sum_le_sum fun k hk => ?_
  have h := hgap k (Finset.ne_of_mem_erase hk)
  rw [← neg_sub (E k) (E o), div_neg]
  exact neg_le_neg (div_le_div_of_nonneg_left (sq_nonneg _) hD (by linarith))
```

Now every other level satisfies $E_k\ge E_o+D$, so $1/(E_k-E_o)\le 1/D$. Therefore
$$\langle x,Rx\rangle=-\sum_{k\ne o}\frac{|c_k|^2}{E_k-E_o}\ge-\frac1D\sum_{k\ne o}|c_k|^2=-\frac{\|Qx\|^2}{D}.$$
The proof again compares the sums term by term. The suffix `.re` takes the real part, because Lean's inner product is a complex number.

## The bounds for an arbitrary vector

```lean
/-- With all other levels at distance at least `D` from the reference level,
`‖R x‖ ≤ ‖x‖ / D`; if they all lie above it, `⟨x, R x⟩` is real and lies between
`-‖x‖² / D` and `0`. -/
theorem reducedResolvent_bounds (b : OrthonormalBasis ι ℂ H) (E : ι → ℝ)
    (o : ι) {D : ℝ} (hD : 0 < D) (hgap : ∀ k, k ≠ o → D ≤ |E k - E o|) :
    (∀ x, ‖reducedResolvent b E o x‖ ≤ ‖x‖ / D) ∧
    ((∀ k, k ≠ o → E o < E k) → ∀ x,
      (⟪x, reducedResolvent b E o x⟫_ℂ).im = 0 ∧
      -‖x‖ ^ 2 / D ≤ (⟪x, reducedResolvent b E o x⟫_ℂ).re ∧
      (⟪x, reducedResolvent b E o x⟫_ℂ).re ≤ 0) := by
  -- removing the reference component does not lengthen a vector
  have hQ : ∀ x, ‖excitedPart b o x‖ ^ 2 ≤ ‖x‖ ^ 2 := by
    intro x
    rw [norm_sq_excitedPart, ← b.sum_sq_norm_inner_right x]
    exact Finset.sum_le_sum_of_subset_of_nonneg (Finset.erase_subset _ _)
      (fun _ _ _ => sq_nonneg _)
  refine ⟨fun x => ?_, fun hE x => ⟨?_, ?_, ?_⟩⟩
  · refine (norm_reducedResolvent_le_excitedPart b E o hD hgap x).trans ?_
    exact div_le_div_of_nonneg_right
      ((sq_le_sq₀ (norm_nonneg _) (norm_nonneg _)).mp (hQ x)) hD.le
  · rw [inner_reducedResolvent, Complex.ofReal_im]
  · refine le_trans ?_ (neg_excitedPart_le_inner b E o hD (fun k hk => ?_) x)
    · exact div_le_div_of_nonneg_right (neg_le_neg (hQ x)) hD.le
    · have h := hgap k hk
      rw [abs_of_pos (sub_pos.mpr (hE k hk))] at h
      linarith
  · rw [inner_reducedResolvent, Complex.ofReal_re]
    refine Finset.sum_nonpos fun k hk => ?_
    have h := hE k (Finset.ne_of_mem_erase hk)
    exact div_nonpos_of_nonneg_of_nonpos (sq_nonneg _) (by linarith)
```

The symbol `∧` means "and". The first half is the norm bound. The second half adds the hypothesis $E_o<E_k$ for all $k\ne o$ and states three facts about $\langle x,Rx\rangle$: its imaginary part is zero, its real part is at least $-\|x\|^2/D$, and its real part is at most $0$. For a normalised state the expectation value lies in $[-1/D,0]$.

The intermediate fact `hQ` is $\|Qx\|^2\le\|x\|^2$, which holds because $\|Qx\|^2$ is Parseval's sum with one nonnegative term removed. It turns the two preceding bounds into bounds by $\|x\|$. For the lower bound, the ordering of the levels removes the absolute value, so $|E_k-E_o|\ge D$ becomes $E_k\ge E_o+D$. For the upper bound, each term $|c_k|^2/(E_o-E_k)$ has a nonnegative numerator and a negative denominator.

In the smallest case $o$ is the only label. Then $R=0$, the gap condition is empty, and the bounds hold for every $D>0$. With one further state $b_1$ at energy $E_o+D$, one finds $Rx=-(c_1/D)\,b_1$ and $\langle x,Rx\rangle=-|c_1|^2/D$. The vector $x=b_1$ reaches both the norm bound and the lower bound.

## When the constants are sharp

```lean
/-- For a nondegenerate reference level and `D > 0`, the bound `‖R x‖ ≤ ‖x‖ / D` holds for all `x`
exactly when `D` is at most the distance to every other level. -/
theorem norm_bound_iff_gap (b : OrthonormalBasis ι ℂ H) (E : ι → ℝ) (o : ι) {D : ℝ}
    (hD : 0 < D) (hne : ∀ k, k ≠ o → E k ≠ E o) :
    (∀ x, ‖reducedResolvent b E o x‖ ≤ ‖x‖ / D) ↔ ∀ k, k ≠ o → D ≤ |E k - E o| := by
  refine ⟨fun h k hk => ?_, fun h => (reducedResolvent_bounds b E o hD h).1⟩
  -- test the bound on the basis state `b k`
  have hn : ‖b k‖ = 1 := b.orthonormal.1 k
  have hi : ⟪b k, b k⟫_ℂ = 1 :=
    (orthonormal_iff_ite.mp b.orthonormal k k).trans (if_pos rfl)
  have h1 := norm_inner_le_norm (𝕜 := ℂ) (b k) (reducedResolvent b E o (b k))
  rw [inner_basis_reducedResolvent, if_neg hk, hi, mul_one, Complex.norm_real,
    Real.norm_eq_abs, abs_inv, abs_sub_comm, hn, one_mul] at h1
  have h2 := h (b k)
  rw [hn, one_div] at h2
  exact (inv_le_inv₀ (abs_pos.mpr (sub_ne_zero.mpr (hne k hk))) hD).mp (h1.trans h2)
```

For a nondegenerate reference level, the norm bound with constant $D$ is equivalent to the gap condition. If there is at least one other state, the largest admissible $D$ is therefore the smallest distance from $E_o$ to another level.

One direction is the main theorem. For the other, test the bound on $b_k$ with $k\ne o$. The Cauchy–Schwarz inequality gives
$$\frac1{|E_k-E_o|}=|\langle b_k,Rb_k\rangle|\le\|Rb_k\|\le\frac1D,$$
and inverting gives $D\le|E_k-E_o|$. The hypothesis `hne` excludes degeneracy with the reference, where Lean's convention $0^{-1}=0$ would drop the degenerate partner from $R$ and the equivalence could fail.

```lean
/-- If every other level lies at least `D > 0` above the reference level, the lower bound `-‖x‖² /
D` on the expectation value of `R` is attained exactly when `x` has components only on states of
energy `E o + D`. -/
theorem inner_eq_lower_bound_iff (b : OrthonormalBasis ι ℂ H) (E : ι → ℝ)
    (o : ι) {D : ℝ} (hD : 0 < D) (hgap : ∀ k, k ≠ o → E o + D ≤ E k) (x : H) :
    (⟪x, reducedResolvent b E o x⟫_ℂ).re = -‖x‖ ^ 2 / D ↔
      ∀ k, ⟪b k, x⟫_ℂ ≠ 0 → E k = E o + D := by
  -- the deficit is a sum of nonnegative terms, one for each state
  have key : ∀ k, 0 ≤ ‖⟪b k, x⟫_ℂ‖ ^ 2 / D + ‖⟪b k, x⟫_ℂ‖ ^ 2 / (E o - E k) ∧
      (‖⟪b k, x⟫_ℂ‖ ^ 2 / D + ‖⟪b k, x⟫_ℂ‖ ^ 2 / (E o - E k) = 0 ↔
        (⟪b k, x⟫_ℂ ≠ 0 → E k = E o + D)) := by
    intro k
    by_cases hk : k = o
    · rw [hk, sub_self, div_zero, add_zero]
      refine ⟨by positivity, fun h hc => ?_, fun h => ?_⟩
      · have := div_pos (pow_pos (norm_pos_iff.mpr hc) 2) hD
        linarith
      · by_cases hc : ⟪b o, x⟫_ℂ = 0
        · simp [hc]
        · have := h hc
          linarith
    · obtain ⟨d, hd⟩ : ∃ d, E k = E o + d := ⟨E k - E o, by ring⟩
      have hDd : D ≤ d := by linarith [hgap k hk]
      have hd0 : 0 < d := lt_of_lt_of_le hD hDd
      have e : ‖⟪b k, x⟫_ℂ‖ ^ 2 / D + ‖⟪b k, x⟫_ℂ‖ ^ 2 / (E o - E k)
          = ‖⟪b k, x⟫_ℂ‖ ^ 2 * ((d - D) / (D * d)) := by
        rw [hd, show E o - (E o + d) = -d by ring, div_neg]
        field_simp
        ring
      rw [e]
      refine ⟨mul_nonneg (sq_nonneg _) (div_nonneg (by linarith) (by positivity)),
        fun h hc => ?_, fun h => ?_⟩
      · by_contra hne
        have hlt : D < d := lt_of_le_of_ne hDd fun h' => hne (by rw [hd, h'])
        have := mul_pos (pow_pos (norm_pos_iff.mpr hc) 2)
          (div_pos (sub_pos.mpr hlt) (mul_pos hD hd0))
        linarith
      · by_cases hc : ⟪b k, x⟫_ℂ = 0
        · simp [hc]
        · have h' : d - D = 0 := by linarith [h hc]
          rw [h', zero_div, mul_zero]
  have he : ∑ k ∈ Finset.univ.erase o, ‖⟪b k, x⟫_ℂ‖ ^ 2 / (E o - E k)
      = ∑ k, ‖⟪b k, x⟫_ℂ‖ ^ 2 / (E o - E k) := Finset.sum_erase _ (by simp)
  have hsum : ∑ k, (‖⟪b k, x⟫_ℂ‖ ^ 2 / D + ‖⟪b k, x⟫_ℂ‖ ^ 2 / (E o - E k))
      = ‖x‖ ^ 2 / D + (⟪x, reducedResolvent b E o x⟫_ℂ).re := by
    rw [inner_reducedResolvent, Complex.ofReal_re, he, Finset.sum_add_distrib,
      ← Finset.sum_div, b.sum_sq_norm_inner_right x]
  have hz := Finset.sum_eq_zero_iff_of_nonneg (s := Finset.univ) (fun k _ => (key k).1)
  rw [hsum] at hz
  rw [neg_div]
  constructor
  · intro h k
    exact (key k).2.mp (hz.mp (by linarith) k (Finset.mem_univ k))
  · intro h
    have := hz.mpr fun k _ => (key k).2.mpr (h k)
    linarith
```

The lower bound is reached exactly when every basis state with a nonzero component in $x$ has energy $E_o+D$. This rules out any component on $b_o$. If no level lies at $E_o+D$, only $x=0$ qualifies.

By hand, the distance from the bound is
$$\frac{\|x\|^2}{D}+\langle x,Rx\rangle=\frac{|c_o|^2}{D}+\sum_{k\ne o}|c_k|^2\,\frac{(E_k-E_o)-D}{D\,(E_k-E_o)}.$$
Every term is nonnegative, so the total vanishes only if each term does. The fact `key` treats the individual terms, `hsum` identifies their total, and `Finset.sum_eq_zero_iff_of_nonneg` passes from the total to the terms.

## A floor for the second-order energy

```lean
/-- If every other level lies at least `D > 0` above the reference level and `V` is symmetric, the
second-order energy `⟨b o, V R V b o⟩` is at least minus the variance of `V` in the reference state
divided by `D`. -/
theorem second_order_energy_ge (b : OrthonormalBasis ι ℂ H) (E : ι → ℝ)
    (o : ι) {D : ℝ} (hD : 0 < D) (hgap : ∀ k, k ≠ o → E o + D ≤ E k)
    (V : H →ₗ[ℂ] H) (hV : V.IsSymmetric) :
    -‖V (b o) - ⟪b o, V (b o)⟫_ℂ • b o‖ ^ 2 / D
      ≤ (⟪b o, V (reducedResolvent b E o (V (b o)))⟫_ℂ).re := by
  rw [← hV (b o) (reducedResolvent b E o (V (b o)))]
  exact neg_excitedPart_le_inner b E o hD hgap (V (b o))

end

end ReducedResolventBounds
```

Here `V` is a linear perturbation, and `V.IsSymmetric` means $\langle Vx,y\rangle=\langle x,Vy\rangle$. The theorem takes the Rayleigh–Schrödinger expression $E^{(2)}=\langle b_o,VRVb_o\rangle$ as given and does not derive the perturbation series. Symmetry moves the left $V$ across the inner product:
$$E^{(2)}=\langle Vb_o,R\,Vb_o\rangle\ge-\frac{\|Q\,Vb_o\|^2}{D}=-\frac{\langle V^2\rangle-\langle V\rangle^2}{D},$$
with averages taken in $b_o$. The inequality is the earlier bound by the excited part, applied to $x=Vb_o$.

For a finite-basis electronic-structure model with a nondegenerate ground-state reference, this limits how far the second-order correction can lower the energy, given only the variance of $V$ in the reference state and a lower bound on the gap of $H_0$. That gap is in general not the excitation gap of the full Hamiltonian $H_0+V$. Continuous spectra and infinite-dimensional state spaces are not covered.

```lean
#print axioms ReducedResolventBounds.reducedResolvent_bounds
#print axioms ReducedResolventBounds.norm_bound_iff_gap
#print axioms ReducedResolventBounds.inner_eq_lower_bound_iff
#print axioms ReducedResolventBounds.second_order_energy_ge
```

```
'ReducedResolventBounds.reducedResolvent_bounds' depends on axioms: [propext, Classical.choice, Quot.sound]
'ReducedResolventBounds.norm_bound_iff_gap' depends on axioms: [propext, Classical.choice, Quot.sound]
'ReducedResolventBounds.inner_eq_lower_bound_iff' depends on axioms: [propext, Classical.choice, Quot.sound]
'ReducedResolventBounds.second_order_energy_ge' depends on axioms: [propext, Classical.choice, Quot.sound]
```
